# Interaction averages as FLL parameters that cancel the Hubbard correction for full and empty spin channels

Take an ion whose localized shell is completely full, such as the 3d shell of Zn²⁺, and treat it with a density functional plus a Hubbard correction. The correction adds a Hartree-Fock interaction energy for the shell and subtracts a double-counting energy that depends only on the number of electrons of each spin. In a full shell there is only one way to distribute the electrons, so one may want the two terms to agree there and leave the total energy unshifted. The same can be asked of an empty shell, and of a half-filled shell with all spins parallel. Which double-counting parameters achieve this?

For a shell of $d\ge 2$ orbitals and the double counting of the fully localized limit (FLL), exactly one pair $(u,j)$ does so in all these cases at once. Write $U_{abab}$ for the direct and $U_{abba}$ for the exchange integral of orbitals $a$ and $b$. The parameter $u$ is the mean of $U_{abab}$ over all ordered pairs of orbitals, including $a=b$, and $u-j$ is the mean of $U_{abab}-U_{abba}$ over pairs of distinct orbitals. The hypotheses behind this answer are taken in turn below.

## One real interaction tensor for both spins

The shell has $d$ orthonormal orbitals, labelled by a finite type `ι`, so that $d$ is `Fintype.card ι`.

In Lean 4 with Mathlib:

```lean
import Mathlib

open Finset

namespace FLLParameterAverages

noncomputable section

variable {ι : Type*} [Fintype ι] [DecidableEq ι]
```

The interaction is a real tensor $U_{abcd}=\langle ab|V|cd\rangle$, in which the first electron is described by $a,c$ and the second by $b,d$. (As an index, $d$ is an orbital; elsewhere it is the number of orbitals.) Each spin has a real occupation matrix, $n^\uparrow$ or $n^\downarrow$, written `up` and `dn` in the code. There are no blocks that mix the spins, so noncollinear states are not covered.

The direct, or Hartree, sum of two occupation matrices $m$ and $n$ is

$$D(m,n)=\sum_{abcd}U_{abcd}\,m_{ac}\,n_{bd}.$$

```lean
/-- Direct (Hartree) contraction of the interaction `U a b c d = ⟨ab|V|cd⟩` with two
occupation matrices. -/
def direct (U : ι → ι → ι → ι → ℝ) (m n : Matrix ι ι ℝ) : ℝ :=
  ∑ a, ∑ b, ∑ c, ∑ d, U a b c d * m a c * n b d
```

The exchange, or Fock, sum involves a single spin:

$$X(n)=\sum_{abcd}U_{abcd}\,n_{ad}\,n_{bc}.$$

```lean
/-- Exchange (Fock) contraction of the interaction with the occupation matrix of one spin. -/
def exchange (U : ι → ι → ι → ι → ℝ) (n : Matrix ι ι ℝ) : ℝ :=
  ∑ a, ∑ b, ∑ c, ∑ d, U a b c d * n a d * n b c
```

The Hartree-Fock energy takes direct terms from all pairs of spins and exchange terms from equal spins, with a factor $\tfrac12$ because each pair of electrons is counted twice:

$$E_{\rm HF}=\tfrac12\sum_{\sigma\sigma'}D(n^\sigma,n^{\sigma'})-\tfrac12\sum_\sigma X(n^\sigma).$$

```lean
/-- Hartree-Fock interaction energy: direct terms for all pairs of spins, exchange terms for
equal spins. -/
def hfEnergy (U : ι → ι → ι → ι → ℝ) (up dn : Matrix ι ι ℝ) : ℝ :=
  (direct U up up + direct U up dn + direct U dn up + direct U dn dn) / 2
    - (exchange U up + exchange U dn) / 2
```

Physical Coulomb integrals have permutation symmetries, and in an atom they have rotational symmetry as well. Neither the derivation nor the proof uses any of them: `U` is an arbitrary function of four orbital indices. What is used is that the same tensor serves both spins. If the up and down electrons had different tensors, with different means of $U_{abab}-U_{abba}$, a single value of $u-j$ could not cancel the correction both for a full up channel alone and for a full down channel alone.

## Two FLL parameters equal to averages

With $N_\sigma=\operatorname{tr}n^\sigma$ and $N=N_\uparrow+N_\downarrow$, the double-counting energy is

$$E_{\rm FLL}=\frac u2N(N-1)-\frac j2\sum_\sigma N_\sigma(N_\sigma-1).$$

It gives every pair of electrons the energy $u$, lowered by $j$ when their spins are parallel.

```lean
/-- Double-counting energy in the fully localized limit (FLL), a function of the number of
electrons of each spin. -/
def fllEnergy (u j : ℝ) (up dn : Matrix ι ι ℝ) : ℝ :=
  u / 2 * ((up.trace + dn.trace) * (up.trace + dn.trace - 1))
    - j / 2 * (up.trace * (up.trace - 1) + dn.trace * (dn.trace - 1))
```

The Hubbard correction is the difference $E_{\rm HF}-E_{\rm FLL}$.

```lean
/-- The Hubbard correction: Hartree-Fock interaction energy minus FLL double counting. -/
def correction (U : ι → ι → ι → ι → ℝ) (u j : ℝ) (up dn : Matrix ι ι ℝ) : ℝ :=
  hfEnergy U up dn - fllEnergy u j up dn
```

In these definitions $u$ and $j$ are free real numbers. The candidates for them are the averages

$$\bar U=\frac1{d^2}\sum_{a,b}U_{abab},\qquad \bar U-\bar J=\frac1{d(d-1)}\sum_{a\ne b}\left(U_{abab}-U_{abba}\right).$$

```lean
/-- The mean of `U_abab` over all pairs of orbitals. -/
def avgU (U : ι → ι → ι → ι → ℝ) : ℝ :=
  (∑ a, ∑ b, U a b a b) / (Fintype.card ι : ℝ) ^ 2
```

The second equation defines $\bar J$. It is therefore not simply the mean of the exchange integrals $U_{abba}$ over distinct pairs: it also contains the difference between $\bar U$, which includes the terms with $a=b$, and the mean of $U_{abab}$ over distinct pairs.

```lean
/-- The parameter `j` for which `avgU - j` is the mean of `U_abab - U_abba` over pairs of
distinct orbitals. -/
def avgJ (U : ι → ι → ι → ι → ℝ) : ℝ :=
  avgU U - (∑ a, ∑ b ∈ univ.erase a, (U a b a b - U a b b a)) /
    ((Fintype.card ι : ℝ) * ((Fintype.card ι : ℝ) - 1))
```

The condition $u=\bar U$, $j=\bar J$ enters the derivation only after the correction has been computed for arbitrary $u$ and $j$. That order also shows what happens without the condition, since the remaining correction can be read off from the formulas.

## Every spin channel full or empty

A full channel has the identity as its occupation matrix, and an empty one has the zero matrix. These are idealised occupations: projections onto localized orbitals in a solid generally give eigenvalues between 0 and 1. For contrast, the file also defines the occupation matrix of one electron in a chosen orbital `a`, which is neither full nor empty when $d\ge2$.

```lean
/-- The occupation matrix of one electron in orbital `a`. -/
def orbital (a : ι) : Matrix ι ι ℝ :=
  Matrix.of fun i k => if i = a ∧ k = a then 1 else 0
```

The hypothesis is used where the fourfold sums collapse. With $m=n=1$ the direct sum contains $\delta_{ac}\delta_{bd}$, so

$$D(1,1)=\sum_{a,b}U_{abab}=d^2\bar U.$$

The proof does the same with `sum_eq_single`, which keeps the term $c=a$ and then the term $d=b$. The size assumption serves here only to make $d^2$ nonzero when the denominator of the average is cancelled.

```lean
/-- The direct sum with both occupation matrices equal to the identity is `d²` times the average
`avgU`. -/
theorem direct_filled (U : ι → ι → ι → ι → ℝ) (h : 2 ≤ Fintype.card ι) :
    direct U 1 1 = (Fintype.card ι : ℝ) ^ 2 * avgU U := by
  have hD : (2 : ℝ) ≤ Fintype.card ι := by exact_mod_cast h
  have hD0 : (Fintype.card ι : ℝ) ^ 2 ≠ 0 := by positivity
  have hs : direct U 1 1 = ∑ a, ∑ b, U a b a b := by
    unfold direct
    refine sum_congr rfl fun a _ => sum_congr rfl fun b _ => ?_
    -- the identity matrices select c = a and d = b
    refine Eq.trans (sum_eq_single a ?_ ?_) ?_
    · intro c _ hc
      simp [Matrix.one_apply, hc.symm]
    · simp
    refine Eq.trans (sum_eq_single b ?_ ?_) ?_
    · intro d _ hd
      simp [hd.symm]
    · simp
    · simp
  rw [hs, avgU, mul_div_cancel₀ _ hD0]
```

In the exchange sum the identity matrices give $\delta_{ad}\delta_{bc}$, hence $X(1)=\sum_{a,b}U_{abba}$. In the difference of the two sums the terms with $a=b$ are $U_{aaaa}-U_{aaaa}=0$, which is the cancellation of self-interaction in Hartree-Fock theory. Only distinct pairs remain:

$$D(1,1)-X(1)=\sum_{a\ne b}\left(U_{abab}-U_{abba}\right)=d(d-1)(\bar U-\bar J).$$

In the proof, `hX` evaluates the exchange sum and `hE` restores the vanishing diagonal terms, so that the restricted sum in `avgJ` can be compared with the full sums.

```lean
/-- For one filled spin channel, the direct minus the exchange sum is `d (d - 1)` times `avgU -
avgJ`. -/
theorem direct_sub_exchange_filled (U : ι → ι → ι → ι → ℝ) (h : 2 ≤ Fintype.card ι) :
    direct U 1 1 - exchange U 1 =
      (Fintype.card ι : ℝ) * ((Fintype.card ι : ℝ) - 1) * (avgU U - avgJ U) := by
  have hD : (2 : ℝ) ≤ Fintype.card ι := by exact_mod_cast h
  have hD0 : (Fintype.card ι : ℝ) * ((Fintype.card ι : ℝ) - 1) ≠ 0 :=
    mul_ne_zero (by linarith) (by linarith)
  have hU : direct U 1 1 = ∑ a, ∑ b, U a b a b := by
    have hD2 : (Fintype.card ι : ℝ) ^ 2 ≠ 0 := by positivity
    rw [direct_filled U h, avgU, mul_div_cancel₀ _ hD2]
  have hX : exchange U 1 = ∑ a, ∑ b, U a b b a := by
    unfold exchange
    refine sum_congr rfl fun a _ => sum_congr rfl fun b _ => ?_
    -- the identity matrices select c = b and d = a
    refine Eq.trans (sum_eq_single b ?_ ?_) ?_
    · intro c _ hc
      simp [Matrix.one_apply, hc.symm]
    · simp
    refine Eq.trans (sum_eq_single a ?_ ?_) ?_
    · intro d _ hd
      simp [hd.symm]
    · simp
    · simp
  -- an orbital paired with itself contributes nothing
  have hE : ∑ a, ∑ b ∈ univ.erase a, (U a b a b - U a b b a)
      = ∑ a, ∑ b, (U a b a b - U a b b a) :=
    sum_congr rfl fun a _ => sum_erase _ (sub_self _)
  rw [avgJ, sub_sub_cancel, mul_div_cancel₀ _ hD0, hE, hU, hX]
  simp only [sum_sub_distrib]
```

Now fill the up channel and leave the down channel empty. Every sum containing a zero matrix vanishes, and $N=N_\uparrow=d$. Then

$$E_{\rm HF}=\tfrac12\left[D(1,1)-X(1)\right]=\tfrac12d(d-1)(\bar U-\bar J),\qquad E_{\rm FLL}=\tfrac12d(d-1)(u-j),$$

and the correction is

$$\frac{d(d-1)}2\left[(\bar U-\bar J)-(u-j)\right].$$

The facts `e1` to `e4` remove the vanishing sums, and `linear_combination` inserts half of the previous identity.

```lean
/-- The correction, for any `u` and `j`, when one spin channel is filled and the other empty. -/
theorem correction_one_filled (U : ι → ι → ι → ι → ℝ) (u j : ℝ) (h : 2 ≤ Fintype.card ι) :
    correction U u j 1 0 = (Fintype.card ι : ℝ) * ((Fintype.card ι : ℝ) - 1) / 2 *
      ((avgU U - avgJ U) - (u - j)) := by
  have h2 := direct_sub_exchange_filled U h
  have e1 : direct U 1 0 = 0 := by simp [direct]
  have e2 : direct U 0 1 = 0 := by simp [direct]
  have e3 : direct U 0 0 = 0 := by simp [direct]
  have e4 : exchange U 0 = 0 := by simp [exchange]
  simp only [correction, hfEnergy, fllEnergy, e1, e2, e3, e4, Matrix.trace_one,
    Matrix.trace_zero]
  linear_combination (1 / 2) * h2
```

With both channels full there are four equal direct sums and two equal exchange sums:

$$E_{\rm HF}=2D(1,1)-X(1)=D(1,1)+\left[D(1,1)-X(1)\right]=d^2\bar U+d(d-1)(\bar U-\bar J).$$

The electron numbers are $N_\uparrow=N_\downarrow=d$ and $N=2d$, which gives

$$E_{\rm FLL}=u\,d(2d-1)-j\,d(d-1)=d^2u+d(d-1)(u-j).$$

Subtracting, the correction is

$$d^2(\bar U-u)+d(d-1)\left[(\bar U-\bar J)-(u-j)\right].$$

The proof reaches this by adding the two identities for filled sums.

```lean
/-- The correction, for any `u` and `j`, when both spin channels are filled. -/
theorem correction_both_filled (U : ι → ι → ι → ι → ℝ) (u j : ℝ) (h : 2 ≤ Fintype.card ι) :
    correction U u j 1 1 = (Fintype.card ι : ℝ) ^ 2 * (avgU U - u) +
      (Fintype.card ι : ℝ) * ((Fintype.card ι : ℝ) - 1) * ((avgU U - avgJ U) - (u - j)) := by
  have h1 := direct_filled U h
  have h2 := direct_sub_exchange_filled U h
  simp only [correction, hfEnergy, fllEnergy, Matrix.trace_one]
  linear_combination h1 + h2
```

Both formulas vanish at $u=\bar U$, $j=\bar J$. An empty shell has no energy of either kind, and a full down channel alone gives the same correction as a full up channel alone, because exchanging the spins changes neither energy. That settles all four cases.

## At least two orbitals

The remaining hypothesis, `2 ≤ Fintype.card ι`, says that two electrons of the same spin fit into the shell. It excludes an s shell and the one-orbital Hubbard model. Its main role is in the converse. If the correction vanishes with one channel full, then

$$\frac{d(d-1)}2\left[(\bar U-\bar J)-(u-j)\right]=0,$$

and since $d(d-1)\neq0$ this gives $u-j=\bar U-\bar J$. The correction with both channels full is then $d^2(\bar U-u)$. If it vanishes too, $u=\bar U$, and therefore $j=\bar J$.

For $d=1$ the argument breaks down. Take one orbital with $U_{1111}=1$ and set $u=1$. The correction is zero for the empty, singly occupied and doubly occupied orbital, whatever the value of $j$, because $j$ multiplies $N_\sigma(N_\sigma-1)=0$. The parameter $j$ describes pairs of parallel spins, and a single orbital has none.

The theorem reads: for every real tensor `U` on at least two orbitals and all real `u` and `j`, the correction is zero for all `up` and `dn` that are each zero or the identity, if and only if `u = avgU U` and `j = avgJ U`.

```lean
/-- On at least two orbitals, the Hartree-Fock minus FLL energy vanishes whenever each spin
occupation matrix is zero or the identity, if and only if `u` and `j` are the averages
`avgU` and `avgJ` of the interaction tensor. -/
theorem correction_vanishes_iff (U : ι → ι → ι → ι → ℝ) (u j : ℝ)
    (h : 2 ≤ Fintype.card ι) :
    (∀ up dn : Matrix ι ι ℝ, (up = 0 ∨ up = 1) → (dn = 0 ∨ dn = 1) →
      correction U u j up dn = 0) ↔ u = avgU U ∧ j = avgJ U := by
  have hD : (2 : ℝ) ≤ Fintype.card ι := by exact_mod_cast h
  constructor
  · intro hv
    have h1 := hv 1 0 (Or.inr rfl) (Or.inl rfl)
    have h2 := hv 1 1 (Or.inr rfl) (Or.inr rfl)
    rw [correction_one_filled U u j h] at h1
    rw [correction_both_filled U u j h] at h2
    -- one filled channel fixes u - j, two filled channels then fix u
    have hc : (Fintype.card ι : ℝ) * ((Fintype.card ι : ℝ) - 1) / 2 ≠ 0 :=
      div_ne_zero (mul_ne_zero (by linarith) (by linarith)) two_ne_zero
    have h3 := (mul_eq_zero.mp h1).resolve_left hc
    rw [h3, mul_zero, add_zero] at h2
    have h4 := (mul_eq_zero.mp h2).resolve_left (by positivity)
    constructor <;> linarith
  · rintro ⟨hu, hj⟩ up dn hup hdn
    have h10 : correction U u j 1 0 = 0 := by
      rw [correction_one_filled U u j h, hu, hj]; ring
    rcases hup with rfl | rfl <;> rcases hdn with rfl | rfl
    · simp [correction, hfEnergy, fllEnergy, direct, exchange]
    · -- exchanging the two spins leaves the correction unchanged
      rw [← h10]
      unfold correction hfEnergy fllEnergy
      ring
    · exact h10
    · rw [correction_both_filled U u j h, hu, hj]; ring
```

The first half of the proof follows the converse just given. It specialises the assumption to the pairs `1 0` and `1 1`; the fact `hc` states that the prefactor is nonzero, `h3` fixes $u-j$, and `h4` fixes $u$. The second half splits into the four combinations of full and empty. The case with only the down channel full is reduced to `h10`, its spin-exchanged partner.

In DFT+U practice, this means that a correction of this Hartree-Fock form with FLL double counting and averaged parameters adds no energy to a shell whose spin channels are exactly full or empty. The statement concerns the value of the energy, and not its derivative with respect to the occupations, which determines the potential acting on the orbitals.

## A doubly occupied orbital leaves a remainder

The name "fully localized limit" may suggest agreement with Hartree-Fock at every integer occupation. Without the hypothesis of full or empty channels, that agreement can fail. Put one electron of each spin into orbital $a$ and leave all other orbitals empty. Each occupation matrix then has a single nonzero entry, equal to 1 at position $(a,a)$, so every direct and every exchange sum equals $U_{aaaa}$. Hence

$$E_{\rm HF}=2U_{aaaa}-U_{aaaa}=U_{aaaa}.$$

With $N_\uparrow=N_\downarrow=1$ and $N=2$, the double counting is $E_{\rm FLL}=u$, and the correction is $U_{aaaa}-u$.

A shell of two orbitals gives a concrete case. In some energy unit, let $U_{1111}=U_{2222}=4$, $U_{1212}=U_{2121}=2$ and $U_{1221}=U_{2112}=U_{1122}=U_{2211}=1$, with all other elements zero. The averages are

$$\bar U=\frac{4+4+2+2}4=3,\qquad \bar U-\bar J=2-1=1,\qquad \bar J=2.$$

With both channels full, the two energies agree:

$$E_{\rm HF}=2\cdot12-10=14,\qquad E_{\rm FLL}=18-4=14.$$

With only orbital 1 doubly occupied, the correction is $4-3=1$. The average $\bar U$ mixes the repulsion within an orbital with the weaker repulsion between orbitals, and a lone doubly occupied orbital feels only the former.

The formula $U_{aaaa}-u$ holds for any number of orbitals and any $u$ and $j$. When $d=1$ the doubly occupied orbital is itself the full shell, and the remainder vanishes at $u=\bar U$. In the proof, `sum_eq_single` is applied four times to each sum, once per index, to select the one term in which all indices equal `a`.

```lean
/-- With one orbital `a` doubly occupied and all others empty, the correction is
`U_aaaa - u`. -/
theorem correction_doubly_occupied (U : ι → ι → ι → ι → ℝ) (u j : ℝ) (a : ι) :
    correction U u j (orbital a) (orbital a) = U a a a a - u := by
  have hd : direct U (orbital a) (orbital a) = U a a a a := by
    unfold direct
    iterate 4
      refine Eq.trans (sum_eq_single a (fun i _ hi => by simp [orbital, hi]) (by simp)) ?_
    simp [orbital]
  have hx : exchange U (orbital a) = U a a a a := by
    unfold exchange
    iterate 4
      refine Eq.trans (sum_eq_single a (fun i _ hi => by simp [orbital, hi]) (by simp)) ?_
    simp [orbital]
  have ht : (orbital a).trace = 1 := by simp [Matrix.trace, orbital]
  simp only [correction, hfEnergy, fllEnergy, hd, hx, ht]
  ring

end

end FLLParameterAverages
```

```lean
#print axioms FLLParameterAverages.correction_vanishes_iff
-- 'FLLParameterAverages.correction_vanishes_iff' depends on axioms: [propext, Classical.choice, Quot.sound]
#print axioms FLLParameterAverages.correction_doubly_occupied
-- 'FLLParameterAverages.correction_doubly_occupied' depends on axioms: [propext, Classical.choice, Quot.sound]
```
